# Characteristic polynomial of a truncated CI matrix with N identical, mutually uncoupled excited states

When a configuration-interaction (CI) matrix couples one reference state to N excited states of the same energy and with the same strength, a code can avoid diagonalising the (N+1)×(N+1) matrix if the excited states have no matrix elements among themselves. Two eigenvalues then solve a quadratic equation, and the other N − 1 equal the energy of the excited states.

Put the reference energy at zero. Let D be the energy of each excited state and v the real Hamiltonian matrix element between it and the reference. The matrix H then has corner entry 0, the other diagonal entries D, the rest of the first row and column v, and zeros elsewhere. For N ≥ 1,

det(x·1 − H) = (x − D)^(N−1) (x² − D x − N v²).

## Known eigenvalues and the Brillouin-Wigner equation

The matrix is a convenient input for checking an eigensolver. For v ≠ 0, D is a root of multiplicity exactly N − 1, and the other two eigenvalues are

E± = D/2 ± √(D²/4 + N v²).

For N ≥ 3 the test therefore includes a degenerate eigenvalue.

The formula also matters to a code that finds energies from the Brillouin-Wigner equation, which for this matrix reads

E = N v²/(E − D).

For v ≠ 0 its solutions are E₊ and E₋. If also N ≥ 2, D is an eigenvalue too, but there the denominator vanishes, so D is not a solution of this equation and has to be added separately. The lowest eigenvalue of the matrix is E₋, since E₋ ≤ min(0, D). For degenerate, mutually uncoupled excited states that all couple to the reference with the same strength v, it depends on N and v only through N v².

## Clearing the first column

Start with arbitrary energies and couplings: reference energy E₀, excited energies D_i and couplings v_i. The matrix x·1 − H has corner entry a = x − E₀, diagonal entries d_i = x − D_i and border entries −v_i. Define

P = ∏_i d_i,  P_i = ∏_{j≠i} d_j.

Multiply x·1 − H on the right by the matrix whose first column is (P, v_1 P_1, …, v_N P_N) and whose other columns are those of the identity. The first column of the product has the entries

corner: a P − Σ_i v_i² P_i
row i: −v_i P + d_i v_i P_i = 0,

because d_i P_i = P. The other columns are unchanged. The multiplying matrix is lower triangular with determinant P, and the product is upper triangular, so

det(x·1 − H) · P = (a P − Σ_i v_i² P_i) · P.

As a polynomial in x, P is not zero, even though it vanishes at each x = D_i. It can therefore be cancelled:

det(x·1 − H) = (x − E₀) ∏_i (x − D_i) − Σ_i v_i² ∏_{j≠i} (x − D_j).

With E₀ = 0, D_i = D and v_i = v, this becomes

x (x − D)^N − N v² (x − D)^(N−1) = (x − D)^(N−1) (x² − D x − N v²).

At x = D the quadratic equals −N v², which is nonzero for v ≠ 0, so it adds nothing to the multiplicity of D.

For general D_i and an energy E different from all of them, factoring out the product gives

det(E·1 − H) = ∏_i (E − D_i) · (E − E₀ − Σ_i v_i²/(E − D_i)).

The first factor is nonzero, so E is a root exactly when E = E₀ + Σ_i v_i²/(E − D_i).

The vectors follow from the action of H on a reference amplitude a and excited amplitudes c_i:

(a, c_i) ↦ (E₀ a + Σ_i v_i c_i, v_i a + D_i c_i).

In the uniform case, (0, c_i) goes to (v Σ_i c_i, D c_i). For v ≠ 0 this is D times the original vector exactly when Σ_i c_i = 0. The collective vector (E − D, v, …, v) goes to (N v², E v, …, E v), which is E times the original exactly when E(E − D) = N v². When this vector is nonzero, its normalised form has reference weight

(E − D)²/((E − D)² + N v²).

## Three excited states with D = 2 and v = 1

For N = 3 the polynomial is

(x − 2)² (x² − 2x − 3) = (x − 2)² (x − 3)(x + 1),

so the eigenvalues are −1, 2, 2 and 3. Their sum is 6, the trace of the matrix. For E = −1 the collective vector is (−3, 1, 1, 1), and H maps it to (3, −1, −1, −1). Normalised, it is (−3, 1, 1, 1)/√12, with reference weight 3/4. The Brillouin-Wigner equation also holds at this energy: 3·1/(−1 − 2) = −1.

## A vanishing coupling changes the multiplicity

The condition v ≠ 0 says that each excited basis state has a nonzero matrix element with the reference. Take N = 1, D = 2 and v = 0. The matrix is diagonal with entries 0 and 2, so 2 is a root of multiplicity 1, not N − 1 = 0. The factorised polynomial remains correct, but its quadratic factor now supplies a root at D.

## The Lean file

```lean
import Mathlib

open scoped Matrix
open Polynomial (X C)

namespace TruncatedCI

noncomputable section

variable {ι : Type*} [Fintype ι] [DecidableEq ι]

/-- The truncated CI Hamiltonian: a reference state of energy `E₀`, coupled with strength `v i`
to excited states of energy `D i` that are not coupled to each other. -/
def ciMatrix {ι : Type*} [DecidableEq ι] (E₀ : ℝ) (D v : ι → ℝ) :
    Matrix (Unit ⊕ ι) (Unit ⊕ ι) ℝ :=
  Matrix.fromBlocks (Matrix.of fun _ _ => E₀) (Matrix.of fun _ i => v i)
    (Matrix.of fun i _ => v i) (Matrix.diagonal D)

/-- The CI matrix with reference energy zero and `N` excited states, all of energy `D` and all
coupled to the reference with strength `v`. -/
def uniformCI (N : ℕ) (D v : ℝ) : Matrix (Unit ⊕ Fin N) (Unit ⊕ Fin N) ℝ :=
  ciMatrix 0 (fun _ => D) (fun _ => v)

/-- The determinant of a bordered diagonal matrix, multiplied by the product of the diagonal
entries `d i`. -/
theorem det_bordered_mul_prod {R : Type*} [CommRing R] (a : R) (d v : ι → R) :
    (Matrix.fromBlocks (Matrix.of fun (_ _ : Unit) => a) (Matrix.of fun _ i => v i)
      (Matrix.of fun i _ => v i) (Matrix.diagonal d)).det * ∏ i, d i =
    (a * ∏ i, d i - ∑ i, v i ^ 2 * ∏ j ∈ Finset.univ.erase i, d j) * ∏ i, d i := by
  -- a block triangular factor that clears the first column below the corner
  have h : Matrix.fromBlocks (Matrix.of fun (_ _ : Unit) => a) (Matrix.of fun _ i => v i)
      (Matrix.of fun i _ => v i) (Matrix.diagonal d) *
      Matrix.fromBlocks (Matrix.of fun (_ _ : Unit) => ∏ i, d i) 0
        (Matrix.of fun i _ => -(v i * ∏ j ∈ Finset.univ.erase i, d j)) 1 =
      Matrix.fromBlocks (Matrix.of fun (_ _ : Unit) =>
        a * ∏ i, d i - ∑ i, v i ^ 2 * ∏ j ∈ Finset.univ.erase i, d j)
        (Matrix.of fun _ i => v i) 0 (Matrix.diagonal d) := by
    rw [Matrix.fromBlocks_multiply, Matrix.fromBlocks_inj]
    refine ⟨?_, by simp, ?_, by simp⟩
    · ext i j
      simp [Matrix.mul_apply, sub_eq_add_neg, pow_two, mul_assoc]
    · ext i j
      have hp := Finset.mul_prod_erase Finset.univ d (Finset.mem_univ i)
      rw [Matrix.add_apply, Matrix.diagonal_mul, Matrix.mul_apply]
      simp only [Matrix.of_apply, Finset.univ_unique, Finset.sum_singleton, Matrix.zero_apply]
      linear_combination (-(v i)) * hp
  have hdet := congrArg Matrix.det h
  rw [Matrix.det_mul, Matrix.det_fromBlocks_zero₁₂, Matrix.det_fromBlocks_zero₂₁] at hdet
  simp only [Matrix.det_unique, Matrix.det_one, Matrix.det_diagonal, mul_one,
    Matrix.of_apply] at hdet
  exact hdet

/-- The characteristic polynomial of the truncated CI matrix for arbitrary excited energies and
couplings. -/
theorem charpoly_ciMatrix (E₀ : ℝ) (D v : ι → ℝ) :
    (ciMatrix E₀ D v).charpoly = (X - C E₀) * ∏ i, (X - C (D i)) -
      ∑ i, C (v i) ^ 2 * ∏ j ∈ Finset.univ.erase i, (X - C (D j)) := by
  have hM : (ciMatrix E₀ D v).charmatrix =
      Matrix.fromBlocks (Matrix.of fun (_ _ : Unit) => X - C E₀)
        (Matrix.of fun _ i => -C (v i)) (Matrix.of fun i _ => -C (v i))
        (Matrix.diagonal fun i => X - C (D i)) := by
    ext1 i j
    rcases i with i | i <;> rcases j with j | j
    · simp [ciMatrix]
    · simp [ciMatrix]
    · simp [ciMatrix]
    · by_cases hij : i = j
      · subst hij
        simp [ciMatrix]
      · simp [ciMatrix, hij]
  have hP : ∏ i, (X - C (D i)) ≠ 0 :=
    Finset.prod_ne_zero_iff.2 fun i _ => Polynomial.X_sub_C_ne_zero (D i)
  -- the product of the diagonal entries is a nonzero polynomial and cancels
  apply mul_right_cancel₀ hP
  have h := det_bordered_mul_prod (X - C E₀) (fun i => X - C (D i)) (fun i => -C (v i))
  simp only [neg_sq] at h
  rw [Matrix.charpoly, hM]
  exact h

/-- With `N ≥ 1` excited states of equal energy `D` and equal coupling `v`, the characteristic
polynomial of the CI matrix is `(X - D)^(N-1) (X² - D X - N v²)`. -/
theorem charpoly_uniformCI {N : ℕ} (hN : 1 ≤ N) (D v : ℝ) :
    (uniformCI N D v).charpoly =
      (X - C D) ^ (N - 1) * (X ^ 2 - C D * X - C (N * v ^ 2)) := by
  obtain ⟨m, rfl⟩ : ∃ m, N = m + 1 := ⟨N - 1, by omega⟩
  rw [uniformCI, charpoly_ciMatrix]
  simp only [Finset.prod_const, Finset.card_erase_of_mem, Finset.mem_univ, Finset.card_univ,
    Fintype.card_fin, Finset.sum_const, nsmul_eq_mul, Nat.add_sub_cancel, Polynomial.C_0,
    Polynomial.C_mul, Polynomial.C_pow, map_natCast]
  ring

/-- An energy `E` different from all excited energies is a root of the characteristic polynomial
exactly when it solves the Brillouin-Wigner equation `E = E₀ + ∑ v i² / (E - D i)`. -/
theorem isRoot_iff_brillouinWigner (E₀ E : ℝ) (D v : ι → ℝ) (hE : ∀ i, E ≠ D i) :
    (ciMatrix E₀ D v).charpoly.IsRoot E ↔ E = E₀ + ∑ i, v i ^ 2 / (E - D i) := by
  have hP : ∏ i, (E - D i) ≠ 0 :=
    Finset.prod_ne_zero_iff.2 fun i _ => sub_ne_zero.2 (hE i)
  -- factor the product of energy denominators out of the secular determinant
  have key : (ciMatrix E₀ D v).charpoly.eval E =
      (∏ i, (E - D i)) * (E - E₀ - ∑ i, v i ^ 2 / (E - D i)) := by
    rw [charpoly_ciMatrix]
    simp only [Polynomial.eval_sub, Polynomial.eval_mul, Polynomial.eval_prod,
      Polynomial.eval_finsetSum, Polynomial.eval_X, Polynomial.eval_C, Polynomial.eval_pow]
    rw [mul_sub, Finset.mul_sum]
    congr 1
    · ring
    · refine Finset.sum_congr rfl fun i _ => ?_
      have hi : E - D i ≠ 0 := sub_ne_zero.2 (hE i)
      have hp : (E - D i) * ∏ j ∈ Finset.univ.erase i, (E - D j) = ∏ j, (E - D j) :=
        Finset.mul_prod_erase Finset.univ (fun j => E - D j) (Finset.mem_univ i)
      rw [← hp]
      field_simp
  rw [Polynomial.IsRoot.def, key, mul_eq_zero, or_iff_right hP]
  constructor <;> intro h <;> linarith

/-- For `N ≥ 1` and nonzero coupling, the excited energy `D` is a root of the characteristic
polynomial of multiplicity exactly `N - 1`. -/
theorem rootMultiplicity_uniformCI {N : ℕ} (hN : 1 ≤ N) (D : ℝ) {v : ℝ} (hv : v ≠ 0) :
    (uniformCI N D v).charpoly.rootMultiplicity D = N - 1 := by
  have hne := (Matrix.charpoly_monic (uniformCI N D v)).ne_zero
  rw [charpoly_uniformCI hN] at hne ⊢
  -- the quadratic factor takes the value `-N v²` at `D`
  have hq : ¬ (X ^ 2 - C D * X - C (N * v ^ 2)).IsRoot D := by
    intro h
    simp only [Polynomial.IsRoot.def, Polynomial.eval_sub, Polynomial.eval_mul,
      Polynomial.eval_pow, Polynomial.eval_X, Polynomial.eval_C] at h
    have hN' : (0 : ℝ) < N := by exact_mod_cast hN
    have hpos : 0 < (N : ℝ) * v ^ 2 := by positivity
    nlinarith
  rw [Polynomial.rootMultiplicity_mul hne, Polynomial.rootMultiplicity_X_sub_C_pow,
    Polynomial.rootMultiplicity_eq_zero hq, add_zero]

/-- The action of the CI matrix on a state with reference amplitude `a` and excited
amplitudes `c i`. -/
theorem ciMatrix_mulVec (E₀ a : ℝ) (D v c : ι → ℝ) :
    ciMatrix E₀ D v *ᵥ Sum.elim (fun _ => a) c =
      Sum.elim (fun _ => E₀ * a + ∑ i, v i * c i) (fun i => v i * a + D i * c i) := by
  ext i
  rcases i with i | i <;>
    simp [ciMatrix, Matrix.mulVec, dotProduct, Fintype.sum_sum_type, Matrix.diagonal_apply]

/-- For nonzero coupling, the CI matrix maps a vector without reference component to `D` times
itself exactly when its excited amplitudes sum to zero. -/
theorem uncoupled_iff {N : ℕ} (D : ℝ) {v : ℝ} (hv : v ≠ 0) (c : Fin N → ℝ) :
    uniformCI N D v *ᵥ Sum.elim (fun _ => 0) c = D • Sum.elim (fun _ => 0) c ↔
      ∑ i, c i = 0 := by
  rw [uniformCI, ciMatrix_mulVec]
  constructor
  · intro h
    have h0 := congrFun h (Sum.inl ())
    simpa [← Finset.mul_sum, hv] using h0
  · intro h
    ext i
    rcases i with i | i
    · simp [← Finset.mul_sum, h]
    · simp

/-- The CI matrix maps the collective vector with reference amplitude `E - D` and all excited
amplitudes `v` to `E` times itself exactly when `E² - D E - N v² = 0`. -/
theorem collective_iff (N : ℕ) (D v E : ℝ) :
    uniformCI N D v *ᵥ Sum.elim (fun _ => E - D) (fun _ => v) =
      E • Sum.elim (fun _ => E - D) (fun _ => v) ↔ E ^ 2 - D * E - N * v ^ 2 = 0 := by
  rw [uniformCI, ciMatrix_mulVec]
  constructor
  · intro h
    have h0 := congrFun h (Sum.inl ())
    simp only [Sum.elim_inl, Pi.smul_apply, smul_eq_mul, Finset.sum_const, Finset.card_univ,
      Fintype.card_fin, nsmul_eq_mul] at h0
    linear_combination -h0
  · intro h
    ext i
    rcases i with i | i
    · simp only [Sum.elim_inl, Pi.smul_apply, smul_eq_mul, Finset.sum_const, Finset.card_univ,
        Fintype.card_fin, nsmul_eq_mul]
      linear_combination -h
    · simp only [Sum.elim_inr, Pi.smul_apply, smul_eq_mul]
      ring

end

end TruncatedCI
```

```lean
#print axioms TruncatedCI.charpoly_ciMatrix
-- 'TruncatedCI.charpoly_ciMatrix' depends on axioms: [propext, Classical.choice, Quot.sound]
#print axioms TruncatedCI.rootMultiplicity_uniformCI
-- 'TruncatedCI.rootMultiplicity_uniformCI' depends on axioms: [propext, Classical.choice, Quot.sound]
#print axioms TruncatedCI.uncoupled_iff
-- 'TruncatedCI.uncoupled_iff' depends on axioms: [propext, Classical.choice, Quot.sound]
#print axioms TruncatedCI.collective_iff
-- 'TruncatedCI.collective_iff' depends on axioms: [propext, Classical.choice, Quot.sound]
```

## States, energies and polynomials as Lean objects

The index type `Unit ⊕ ι` has one element for the reference and one for each excited state in the finite set `ι`. `ciMatrix E₀ D v` is the general Hamiltonian, with `D` and `v` as functions on `ι`; `uniformCI N D v` takes `Fin N` for the excited states, constant `D` and `v`, and reference energy zero. `X` is the polynomial variable, `C` turns a real number into a constant polynomial, and `charpoly` follows the convention det(x·1 − H).

`charpoly_uniformCI` states the factorisation for every real `D` and `v`, with `hN : 1 ≤ N`. At N = 0 the matrix is the single entry 0 with polynomial x, whereas natural-number subtraction makes the exponent 0 and the right-hand side x² − D x.

In `isRoot_iff_brillouinWigner`, the hypothesis `hE` keeps every energy denominator nonzero. `uncoupled_iff` and `collective_iff` are statements about matrix-vector products, written `*ᵥ`, and they admit the zero vector. For N ≥ 1 and v ≠ 0 the collective vector is nonzero, so it is then an eigenvector whenever E solves the quadratic.

## From the block product to the factorisation

`det_bordered_mul_prod` carries out the column clearing over any commutative ring, without an inverse. Its `h` is the block matrix product, and `hp` is the identity d_i P_i = P that makes the lower-left block vanish. Taking determinants of the triangular factors gives the equation still multiplied by P.

In `charpoly_ciMatrix`, `hM` identifies the entries of x·1 − H, `hP` shows that P is a nonzero polynomial, and `mul_right_cancel₀` removes it. `charpoly_uniformCI` writes N as m + 1, turns the products into powers and the sum into a multiple, and finishes with `ring`.

The Brillouin-Wigner proof evaluates the general polynomial at E; `key` is the factorisation with the energy denominators. In `rootMultiplicity_uniformCI`, `hq` shows that D is not a root of the quadratic, and the multiplicities of the two factors are added. `ciMatrix_mulVec` computes the action on amplitudes, and the last two theorems compare components. For the collective vector, the reference component gives the quadratic and the excited components agree identically.

## Exact real arithmetic in an orthonormal basis

The theorems concern exact real numbers, so they give the target for a numerical eigensolver but no bound on its rounding error. The matrix has real couplings, a finite number of excited states and no overlap matrix, which corresponds to an orthonormal basis. Excited configurations in a molecular CI calculation generally do couple to each other, and the formulas then don't apply as they stand. The square-root expression for E±, the normalised weights and the numerical example are worked out in the text and are not theorems of the file.
